# Exchanging the first two orders in a finite sum over three orders of fixed total

When three quantities are expanded in orders of a perturbation, the terms of total order m are summed over all triples of natural numbers adding up to m. The lemma says that such a sum is unchanged when the first two arguments of the summand are exchanged, for any complex-valued function `f` of three orders, with no symmetry of `f` assumed. It is a statement about finite sums only, and no Hamiltonian or state enters it. The proof turns each nested sum into a single sum over pairs of pairs, then matches the terms by a map that swaps the first two orders and is its own inverse. Five obligations remain: that the map and its inverse stay within the index set, that they undo each other in both directions, and that matched terms are equal.

The first attempt, which Lean rejects:

```lean
import Mathlib

open Finset
open scoped InnerProductSpace ComplexConjugate

namespace RayleighSchrodingerAllOrders

noncomputable section

/-- In a sum over three orders with fixed total, the first two orders may be exchanged. -/
theorem sum_orders_swap (f : ℕ → ℕ → ℕ → ℂ) (m : ℕ) :
    ∑ p ∈ antidiagonal m, ∑ q ∈ antidiagonal p.2, f p.1 q.1 q.2 =
      ∑ p ∈ antidiagonal m, ∑ q ∈ antidiagonal p.2, f q.1 p.1 q.2 := by
  rw [Finset.sum_sigma', Finset.sum_sigma']
  refine Finset.sum_bij' (fun x _ => ⟨(x.2.1, x.1.1 + x.2.2), (x.1.1, x.2.2)⟩)
    (fun x _ => ⟨(x.2.1, x.1.1 + x.2.2), (x.1.1, x.2.2)⟩) ?_ ?_ ?_ ?_ ?_
  all_goals
    rintro ⟨⟨a, b⟩, ⟨c, d⟩⟩ hx
    obtain ⟨h1, h2⟩ := Finset.mem_sigma.mp hx
    have h1' : a + b = m := Finset.mem_antidiagonal.mp h1
    have h2' : c + d = b := Finset.mem_antidiagonal.mp h2
    subst h2'
    first
      | rfl
      | exact Finset.mem_sigma.mpr
          ⟨Finset.mem_antidiagonal.mpr (show c + (a + d) = m by omega),
            Finset.mem_antidiagonal.mpr (show a + d = a + d from rfl)⟩

end

end RayleighSchrodingerAllOrders
```

The error:

```
Main.lean:20:28: error: Type mismatch
  Finset.mem_antidiagonal.mp ?m.205
has type
  ?m.202.1 ∈ ?m.197 ∧ ?m.202.2 ∈ ?m.198 ∧ ?m.202.1 + ?m.202.2 = ?m.201
but is expected to have type
  a + b = m
Main.lean:20:55: error: Application type mismatch: The argument
  h1
has type
  ⟨(a, b), (c, d)⟩.fst ∈ HasAntidiagonal.antidiagonal m
but is expected to have type
  ?m.202 ∈ Finset.antidiagonal ?m.199 ?m.200 ?m.201
in the application
  Finset.mem_antidiagonal.mp h1
Main.lean:20:28: error: Type mismatch
  Finset.mem_antidiagonal.mp ?m.205
has type
  ?m.202.1 ∈ ?m.197 ∧ ?m.202.2 ∈ ?m.198 ∧ ?m.202.1 + ?m.202.2 = ?m.201
but is expected to have type
  a + b = m
Main.lean:20:55: error: Application type mismatch: The argument
  h1
has type
  ⟨(a, b), (c, d)⟩.fst ∈ HasAntidiagonal.antidiagonal m
but is expected to have type
  ?m.202 ∈ Finset.antidiagonal ?m.199 ?m.200 ?m.201
in the application
  Finset.mem_antidiagonal.mp h1
Main.lean:20:28: error: Type mismatch
  Finset.mem_antidiagonal.mp ?m.205
has type
  ?m.202.1 ∈ ?m.197 ∧ ?m.202.2 ∈ ?m.198 ∧ ?m.202.1 + ?m.202.2 = ?m.201
but is expected to have type
  a + b = m
Main.lean:20:55: error: Application type mismatch: The argument
  h1
has type
  ⟨(a, b), (c, d)⟩.fst ∈ HasAntidiagonal.antidiagonal m
but is expected to have type
  ?m.202 ∈ Finset.antidiagonal ?m.199 ?m.200 ?m.201
in the application
  Finset.mem_antidiagonal.mp h1
Main.lean:20:28: error: Type mismatch
  Finset.mem_antidiagonal.mp ?m.205
has type
  ?m.202.1 ∈ ?m.197 ∧ ?m.202.2 ∈ ?m.198 ∧ ?m.202.1 + ?m.202.2 = ?m.201
but is expected to have type
  a + b = m
Main.lean:20:55: error: Application type mismatch: The argument
  h1
has type
  ⟨(a, b), (c, d)⟩.fst ∈ HasAntidiagonal.antidiagonal m
but is expected to have type
  ?m.202 ∈ Finset.antidiagonal ?m.199 ?m.200 ?m.201
in the application
  Finset.mem_antidiagonal.mp h1
Main.lean:20:28: error: Type mismatch
  Finset.mem_antidiagonal.mp ?m.205
has type
  ?m.202.1 ∈ ?m.197 ∧ ?m.202.2 ∈ ?m.198 ∧ ?m.202.1 + ?m.202.2 = ?m.201
but is expected to have type
  a + b = m
Main.lean:20:55: error: Application type mismatch: The argument
  h1
has type
  ⟨(a, b), (c, d)⟩.fst ∈ HasAntidiagonal.antidiagonal m
but is expected to have type
  ?m.202 ∈ Finset.antidiagonal ?m.199 ?m.200 ?m.201
in the application
  Finset.mem_antidiagonal.mp h1
```

As a diff, the version that Lean accepts:

```diff
@@ -18,12 +18,12 @@
     rintro ⟨⟨a, b⟩, ⟨c, d⟩⟩ hx
     obtain ⟨h1, h2⟩ := Finset.mem_sigma.mp hx
-    have h1' : a + b = m := Finset.mem_antidiagonal.mp h1
-    have h2' : c + d = b := Finset.mem_antidiagonal.mp h2
+    have h1' : a + b = m := Finset.HasAntidiagonal.mem_antidiagonal.mp h1
+    have h2' : c + d = b := Finset.HasAntidiagonal.mem_antidiagonal.mp h2
     subst h2'
     first
       | rfl
       | exact Finset.mem_sigma.mpr
-          ⟨Finset.mem_antidiagonal.mpr (show c + (a + d) = m by omega),
-            Finset.mem_antidiagonal.mpr (show a + d = a + d from rfl)⟩
+          ⟨Finset.HasAntidiagonal.mem_antidiagonal.mpr (show c + (a + d) = m by omega),
+            Finset.HasAntidiagonal.mem_antidiagonal.mpr (show a + d = a + d from rfl)⟩
 
 end
```

The name `Finset.mem_antidiagonal` refers here to a lemma about a different antidiagonal. That one, `Finset.antidiagonal`, takes three arguments, and membership in it means three things at once: each component lies in a given set, and the two add up to a given value. The sums in this file use `HasAntidiagonal.antidiagonal m`, which takes only the total.

The two messages show the two sides of this mismatch. The lemma yields a three-part conjunction where `a + b = m` is expected, and it cannot accept `h1`, which concerns the other antidiagonal. The pair appears five times because `all_goals` runs the same steps on each of the five obligations.

The repair uses `Finset.HasAntidiagonal.mem_antidiagonal`, which equates membership in the antidiagonal of the sums with the plain equation. The messages point only to the line defining `h1'`, but the other three uses of the old name concern the same antidiagonal and need the same change. The rest of the proof stands as it was.
